# Exponential damping removes the small-gap divergence of a second-order pair term

Let $K\neq 0$ be a fixed coupling, $\Delta>0$ an energy gap and $\kappa>0$ a constant. As $\Delta\to0^+$, the second-order term $|K|^2/\Delta$ grows without bound. The regularized term

$$
\frac{|K|^2\,(1-e^{-\kappa\Delta})^2}{\Delta}
$$

lies between $0$ and $\kappa|K|^2$ for every $\Delta>0$ and tends to $0$ in the same limit.

## Small denominators in double hybrids

A double hybrid density functional contains a share of exact exchange and a share of second-order perturbative correlation. The second part is built from double excitations. If two electrons move from occupied spin orbitals $p,q$ to empty ones $r,s$, the coupling is the antisymmetrized two-electron integral $K=\langle pq\Vert rs\rangle$, and the gap is

$$
\Delta=\varepsilon_r+\varepsilon_s-\varepsilon_p-\varepsilon_q ,
$$

where the $\varepsilon$ are orbital energies. With each double excitation counted once and labelled by $i$, the energy is

$$
E=-\sum_i\frac{|K_i|^2}{\Delta_i}.
$$

In what follows, a "pair" is one such excitation with its coupling $K_i$ and gap $\Delta_i$.

Trouble comes when a gap becomes small and its coupling does not. Stretched H$_2$ in a minimal basis with restricted Hartree–Fock orbitals is an example: the bonding and antibonding levels become degenerate as the atoms separate, while the integral that couples the two doubly occupied configurations tends to a nonzero value.

The regularization multiplies each term by the square of the damping factor

$$
d(\Delta)=1-e^{-\kappa\Delta}.
$$

The constant $\kappa$ is an inverse energy. It sets the gap scale $1/\kappa$ below which the damping is strong: at $\Delta=1/\kappa$ the factor $d^2$ is about $0.40$. Its value is an input here. For double hybrids, the result shows that this damping keeps the second-order part finite near a degeneracy, in a model with finitely many pairs and fixed couplings.

## Couplings, gaps and limits in Lean

In the Lean file, `K` is a complex number and `Δ` a real one. `damping κ Δ` is $d(\Delta)$, `bareTerm K Δ` is $|K|^2/\Delta$, and `regTerm κ K Δ` is $|K|^2d(\Delta)^2/\Delta$. For positive gaps both terms are nonnegative; the minus sign of the correlation energy enters in `bareEnergy` and `regEnergy`, which sum over a finite index type `ι` of pairs.

The main theorem, `regularization_removes_divergence`, assumes `K ≠ 0` and `0 < κ` and has three conclusions:

- `Tendsto (bareTerm K) (𝓝[>] 0) atTop`: the bare term tends to $+\infty$ as the gap approaches zero from above.
- For every positive gap, the regularized term lies between $0$ and $\kappa|K|^2$.
- `Tendsto (regTerm κ K) (𝓝[>] 0) (𝓝 0)`: the regularized term tends to zero in the same limit.

Two further theorems describe the regularized term at small and at general gaps. `regTerm_div_gap_tendsto` gives its ratio to $\Delta$ as the gap closes, and `regularization_error` bounds what the damping takes away from the bare term.

The last theorem, `energy_along_closing_gap`, treats a whole sum. Its parameter `t` could be a bond length, and the filter `l` says where that parameter goes, for instance to infinity. All gaps are positive at every `t`, and the gap of one pair `j` with `K j ≠ 0` tends to zero. The bare energy then tends to $-\infty$, whereas the regularized energy stays in $[-\kappa\sum_i|K_i|^2,\,0]$ for every `t`. The other gaps may vary in any way that keeps them positive, so no limit of the regularized energy is asserted.

The couplings do not change with `t`, although in a molecule they change with the geometry. Orbitals and their energies are not computed, single excitations are left out, and an extended system with a continuum of pairs is not covered. The functional's scaling coefficient is also absent, but a positive coefficient $c$ can be absorbed by replacing $K$ with $\sqrt c\,K$. The theorems concern boundedness and limits, not the accuracy of the regularized energy.

## From the exponential to the bounds

Put $x=\kappa\Delta>0$. Then $0<e^{-x}<1$, and the exponential lies above its tangent at zero, $e^{-x}\ge 1-x$. Hence

$$
0<d(\Delta)<1,\qquad d(\Delta)\le\kappa\Delta .
$$

**The uniform bound.** Since $d$ lies between $0$ and $1$, $d^2\le d\le\kappa\Delta$. Multiplying by $|K|^2/\Delta$ gives

$$
0\le\frac{|K|^2d^2}{\Delta}\le\kappa|K|^2 .
$$

**The limit zero.** Using $d\le\kappa\Delta$ for both factors gives $d^2\le\kappa^2\Delta^2$, so

$$
0\le\frac{|K|^2d^2}{\Delta}\le\kappa^2|K|^2\Delta .
$$

The right-hand side vanishes as $\Delta\to0^+$, and the regularized term is squeezed to zero.

**The divergence.** For any $M>0$, every gap with $0<\Delta<|K|^2/M$ gives $|K|^2/\Delta>M$. Such gaps exist because $K\ne0$.

**The linear law.** Since $d(0)=0$ and $d'(0)=\kappa$, the quotient $d(\Delta)/\Delta$ tends to $\kappa$. Therefore

$$
\frac1\Delta\cdot\frac{|K|^2d^2}{\Delta}=|K|^2\left(\frac{d}{\Delta}\right)^2\longrightarrow|K|^2\kappa^2 ,
$$

and the coefficient in the linear bound is the exact small-gap slope.

**The price at larger gaps.** The difference between the bare and the regularized term is

$$
\frac{|K|^2}{\Delta}\,(1-d^2)=\frac{|K|^2}{\Delta}\left(2e^{-\kappa\Delta}-e^{-2\kappa\Delta}\right).
$$

It is nonnegative because $0<d<1$, and it is at most $2e^{-\kappa\Delta}$ times the bare term. At $\kappa\Delta=3$ the damping thus removes at most about 10 % of the term.

**Many pairs.** All bare terms are nonnegative, so their sum is at least the term of pair $j$. That term tends to $+\infty$, and the energy, which is minus the sum, tends to $-\infty$. For the regularized energy, adding the bounds $0\le|K_i|^2d(\Delta_i)^2/\Delta_i\le\kappa|K_i|^2$ over all $i$ and changing the sign gives the stated interval.

## The damping factor in a program

In its simplest form, a second-order code loops over double excitations after the orbitals have been obtained. For each one it forms the gap from four orbital energies, takes the coupling from the transformed integrals and adds $-|K_i|^2/\Delta_i$ to the energy. Regularization changes one line of this loop: the contribution is multiplied by $d(\Delta_i)^2$.

For small $\kappa\Delta$, evaluating `1 - exp(-x)` in floating-point arithmetic subtracts two nearly equal numbers. The library function `expm1` computes $e^y-1$ without this loss, so `-expm1(-x)` is the better form. A gap that is exactly zero still needs its own branch, and the limit above supplies the value $0$ for it.

## The complete Lean file

```lean
import Mathlib

open Filter Topology

namespace RegularizedDoubleHybrid

noncomputable section

/-- The damping factor `1 - exp(-κΔ)` of a pair with gap `Δ`. -/
def damping (κ Δ : ℝ) : ℝ := 1 - Real.exp (-(κ * Δ))

/-- The magnitude `|K|²/Δ` of the second-order term of a pair with coupling `K` and gap `Δ`. -/
def bareTerm (K : ℂ) (Δ : ℝ) : ℝ := ‖K‖ ^ 2 / Δ

/-- The regularized second-order term `|K|² (1 - exp(-κΔ))² / Δ`. -/
def regTerm (κ : ℝ) (K : ℂ) (Δ : ℝ) : ℝ := ‖K‖ ^ 2 * damping κ Δ ^ 2 / Δ

/-- The second-order correlation energy of finitely many pairs. -/
def bareEnergy {ι : Type*} [Fintype ι] (K : ι → ℂ) (Δ : ι → ℝ) : ℝ :=
  -∑ i, bareTerm (K i) (Δ i)

/-- The regularized second-order correlation energy of finitely many pairs. -/
def regEnergy {ι : Type*} [Fintype ι] (κ : ℝ) (K : ι → ℂ) (Δ : ι → ℝ) : ℝ :=
  -∑ i, regTerm κ (K i) (Δ i)

/-- For positive `κ` and a positive gap the damping factor lies strictly between 0 and 1 and is at
most `κΔ`. -/
theorem damping_bounds {κ Δ : ℝ} (hκ : 0 < κ) (hΔ : 0 < Δ) :
    0 < damping κ Δ ∧ damping κ Δ < 1 ∧ damping κ Δ ≤ κ * Δ := by
  have hx : 0 < κ * Δ := mul_pos hκ hΔ
  have h1 : Real.exp (-(κ * Δ)) < 1 := Real.exp_lt_one_iff.mpr (by linarith)
  have h2 := Real.exp_pos (-(κ * Δ))
  have h3 := Real.add_one_le_exp (-(κ * Δ))
  unfold damping
  refine ⟨?_, ?_, ?_⟩ <;> linarith

/-- The regularized term is nonnegative and bounded by `κ|K|²`, for positive `κ` and any positive
gap. -/
theorem regTerm_bounds {κ Δ : ℝ} (K : ℂ) (hκ : 0 < κ) (hΔ : 0 < Δ) :
    0 ≤ regTerm κ K Δ ∧ regTerm κ K Δ ≤ κ * ‖K‖ ^ 2 := by
  obtain ⟨h0, h1, h2⟩ := damping_bounds hκ hΔ
  unfold regTerm
  refine ⟨by positivity, ?_⟩
  rw [div_le_iff₀ hΔ]
  -- one damping factor is at most 1, the other cancels the denominator
  have h3 : damping κ Δ ^ 2 ≤ κ * Δ := by nlinarith
  have h4 := mul_le_mul_of_nonneg_left h3 (sq_nonneg ‖K‖)
  linarith

/-- For positive `κ` and a positive gap, the regularized term is at most `κ²|K|²Δ`, which is linear
in the gap. -/
theorem regTerm_le_linear {κ Δ : ℝ} (K : ℂ) (hκ : 0 < κ) (hΔ : 0 < Δ) :
    regTerm κ K Δ ≤ κ ^ 2 * ‖K‖ ^ 2 * Δ := by
  obtain ⟨h0, _, h2⟩ := damping_bounds hκ hΔ
  unfold regTerm
  rw [div_le_iff₀ hΔ]
  have h3 : damping κ Δ ^ 2 ≤ (κ * Δ) ^ 2 := pow_le_pow_left₀ h0.le h2 2
  have h4 := mul_le_mul_of_nonneg_left h3 (sq_nonneg ‖K‖)
  linarith

/-- Let `κ` be positive. As the gap closes, the second-order term of a coupled pair diverges,
whereas the regularized term stays between 0 and `κ|K|²` for every positive gap and tends to 0. -/
theorem regularization_removes_divergence {κ : ℝ} {K : ℂ} (hK : K ≠ 0) (hκ : 0 < κ) :
    Tendsto (bareTerm K) (𝓝[>] 0) atTop ∧
    (∀ Δ : ℝ, 0 < Δ → 0 ≤ regTerm κ K Δ ∧ regTerm κ K Δ ≤ κ * ‖K‖ ^ 2) ∧
    Tendsto (regTerm κ K) (𝓝[>] 0) (𝓝 0) := by
  refine ⟨?_, fun Δ hΔ => regTerm_bounds K hκ hΔ, ?_⟩
  · have hK2 : 0 < ‖K‖ ^ 2 := pow_pos (norm_pos_iff.mpr hK) 2
    have h : Tendsto (fun Δ : ℝ => ‖K‖ ^ 2 * Δ⁻¹) (𝓝[>] 0) atTop :=
      Tendsto.const_mul_atTop hK2 tendsto_inv_nhdsGT_zero
    exact h.congr (fun Δ => (div_eq_mul_inv (‖K‖ ^ 2) Δ).symm)
  · -- squeeze between 0 and the linear bound
    have hlin : Tendsto (fun Δ : ℝ => κ ^ 2 * ‖K‖ ^ 2 * Δ) (𝓝[>] 0) (𝓝 0) := by
      have hc : Continuous (fun Δ : ℝ => κ ^ 2 * ‖K‖ ^ 2 * Δ) := by fun_prop
      have h := hc.tendsto 0
      simp only [mul_zero] at h
      exact h.mono_left nhdsWithin_le_nhds
    refine squeeze_zero' ?_ ?_ hlin
    · filter_upwards [self_mem_nhdsWithin] with Δ hΔ
      exact (regTerm_bounds K hκ hΔ).1
    · filter_upwards [self_mem_nhdsWithin] with Δ hΔ
      exact regTerm_le_linear K hκ hΔ

/-- The regularized term divided by the gap tends to `|K|²κ²` as the gap closes. -/
theorem regTerm_div_gap_tendsto (κ : ℝ) (K : ℂ) :
    Tendsto (fun Δ => regTerm κ K Δ / Δ) (𝓝[>] 0) (𝓝 (‖K‖ ^ 2 * κ ^ 2)) := by
  -- the damping factor has slope κ at zero gap
  have h1 : HasDerivAt (fun Δ : ℝ => -(κ * Δ)) (-κ) 0 :=
    (((hasDerivAt_id' (0 : ℝ)).const_mul κ).fun_neg).congr_deriv (by ring)
  have h2 : HasDerivAt (damping κ) κ 0 :=
    (h1.exp.const_sub 1).congr_deriv (by simp)
  have h3 := (h2.tendsto_slope_zero_right.pow 2).const_mul (‖K‖ ^ 2)
  refine h3.congr' ?_
  filter_upwards [self_mem_nhdsWithin] with Δ hΔ
  have hne : Δ ≠ 0 := (Set.mem_Ioi.mp hΔ).ne'
  have h0 : damping κ 0 = 0 := by simp [damping]
  simp only [zero_add, h0, sub_zero, smul_eq_mul, regTerm]
  field_simp

/-- For positive `κ` and a positive gap, regularization lowers the second-order term by at most the
fraction `2 exp(-κΔ)`. -/
theorem regularization_error {κ Δ : ℝ} (K : ℂ) (hκ : 0 < κ) (hΔ : 0 < Δ) :
    0 ≤ bareTerm K Δ - regTerm κ K Δ ∧
    bareTerm K Δ - regTerm κ K Δ ≤ 2 * Real.exp (-(κ * Δ)) * bareTerm K Δ := by
  obtain ⟨h0, h1, _⟩ := damping_bounds hκ hΔ
  have hb : 0 ≤ bareTerm K Δ := by unfold bareTerm; positivity
  have heq : bareTerm K Δ - regTerm κ K Δ = (1 - damping κ Δ ^ 2) * bareTerm K Δ := by
    unfold bareTerm regTerm
    ring
  rw [heq]
  constructor
  · exact mul_nonneg (by nlinarith) hb
  · refine mul_le_mul_of_nonneg_right ?_ hb
    unfold damping
    nlinarith [sq_nonneg (Real.exp (-(κ * Δ)))]

/-- Let `κ` be positive, and let the positive gaps of finitely many pairs vary so that the gap of
one coupled pair closes. The second-order energy then tends to minus infinity, whereas the
regularized energy always stays between `-κ ∑ |Kᵢ|²` and 0. -/
theorem energy_along_closing_gap {ι T : Type*} [Fintype ι] {l : Filter T} {κ : ℝ} (hκ : 0 < κ)
    (K : ι → ℂ) (gap : T → ι → ℝ) (hpos : ∀ t i, 0 < gap t i)
    (j : ι) (hK : K j ≠ 0) (hj : Tendsto (fun t => gap t j) l (𝓝 0)) :
    Tendsto (fun t => bareEnergy K (gap t)) l atBot ∧
    ∀ t, -(κ * ∑ i, ‖K i‖ ^ 2) ≤ regEnergy κ K (gap t) ∧ regEnergy κ K (gap t) ≤ 0 := by
  constructor
  · have hgap : Tendsto (fun t => gap t j) l (𝓝[>] 0) :=
      tendsto_nhdsWithin_iff.mpr ⟨hj, Eventually.of_forall fun t => hpos t j⟩
    have hterm : Tendsto (fun t => bareTerm (K j) (gap t j)) l atTop :=
      (regularization_removes_divergence hK hκ).1.comp hgap
    -- all other pairs contribute with the same sign, so nothing can cancel the divergence
    have hle : ∀ t, bareTerm (K j) (gap t j) ≤ ∑ i, bareTerm (K i) (gap t i) := fun t =>
      Finset.single_le_sum (f := fun i => bareTerm (K i) (gap t i))
        (fun i _ => div_nonneg (sq_nonneg _) (hpos t i).le) (Finset.mem_univ j)
    exact tendsto_neg_atTop_atBot.comp (tendsto_atTop_mono hle hterm)
  · intro t
    have hlow : 0 ≤ ∑ i, regTerm κ (K i) (gap t i) :=
      Finset.sum_nonneg fun i _ => (regTerm_bounds (K i) hκ (hpos t i)).1
    have hup : ∑ i, regTerm κ (K i) (gap t i) ≤ κ * ∑ i, ‖K i‖ ^ 2 := by
      rw [Finset.mul_sum]
      exact Finset.sum_le_sum fun i _ => (regTerm_bounds (K i) hκ (hpos t i)).2
    unfold regEnergy
    constructor <;> linarith

end

end RegularizedDoubleHybrid
```

```lean
#print axioms RegularizedDoubleHybrid.regularization_removes_divergence
-- 'RegularizedDoubleHybrid.regularization_removes_divergence' depends on axioms: [propext, Classical.choice, Quot.sound]
#print axioms RegularizedDoubleHybrid.regTerm_div_gap_tendsto
-- 'RegularizedDoubleHybrid.regTerm_div_gap_tendsto' depends on axioms: [propext, Classical.choice, Quot.sound]
#print axioms RegularizedDoubleHybrid.regularization_error
-- 'RegularizedDoubleHybrid.regularization_error' depends on axioms: [propext, Classical.choice, Quot.sound]
#print axioms RegularizedDoubleHybrid.energy_along_closing_gap
-- 'RegularizedDoubleHybrid.energy_along_closing_gap' depends on axioms: [propext, Classical.choice, Quot.sound]
```

## How the lemmas fit together

`damping_bounds` supplies the three inequalities for $d$. The tangent-line inequality is Mathlib's `Real.add_one_le_exp`, applied at $-\kappa\Delta$; after that, all three goals are linear and `linarith` closes them.

`regTerm_bounds` and `regTerm_le_linear` share a pattern. The rewrite with `div_le_iff₀ hΔ` multiplies the inequality by the positive gap, which leaves a bound on $|K|^2d^2$. In the first lemma, `h3` is $d^2\le\kappa\Delta$; in the second it is $d^2\le(\kappa\Delta)^2$. Multiplication by $|K|^2\ge0$ finishes both.

The main theorem writes the bare term as the positive constant $|K|^2$ times $\Delta^{-1}$ and uses the known divergence of the inverse at $0^+$. The uniform bound is `regTerm_bounds` itself. For the zero limit, `hlin` shows by continuity that the linear bound vanishes, and the squeeze lemma does the rest.

In `regTerm_div_gap_tendsto`, the chain rule gives `h2`, the derivative $\kappa$ of the damping factor at zero. `tendsto_slope_zero_right` turns this derivative into the one-sided limit of the difference quotient, which is then squared and multiplied by $|K|^2$. The remaining lines check that the result agrees with `regTerm κ K Δ / Δ` for positive $\Delta$. Neither $K\ne0$ nor a sign of $\kappa$ is needed here.

`regularization_error` first proves the factorization `heq`, with $1-d^2$ in front of the bare term, and then bounds that factor from both sides.

In `energy_along_closing_gap`, `Finset.single_le_sum` states that, when all terms are nonnegative, each one is at most the whole sum. `tendsto_atTop_mono` passes the divergence from the term to the sum, and `tendsto_neg_atTop_atBot` accounts for the minus sign. The bounds on the regularized energy come from summing `regTerm_bounds` over the pairs.

## Approaching zero from one side

The proof of the main theorem turns on the filter `𝓝[>] 0`, which expresses "as $\Delta\to0^+$". A property holds eventually along this filter when there is a $\delta>0$ such that it holds for all $\Delta$ with $0<\Delta<\delta$. Neither zero nor any negative number is ever tested.

The restriction is essential for the first limit and convenient for the proof of the second. For negative $\Delta$ the bare term is negative and runs to $-\infty$ at zero, so a two-sided limit $+\infty$ would be false. The regularized term is also negative there, so the lower bound $0$ of the squeeze fails on that side, although the term still tends to $0$.

This is why the proof uses `squeeze_zero'` with its prime. The unprimed lemma requires the inequalities at every real $\Delta$, while the primed one requires them only eventually along the filter. The line `filter_upwards [self_mem_nhdsWithin] with Δ hΔ` then reduces each eventual inequality to a single gap: `self_mem_nhdsWithin` says that the set of positive numbers belongs to the filter, and `hΔ` records that the given $\Delta$ is one of them. From there the bounds for positive gaps apply directly.

The many-pair theorem uses the same filter. Its hypothesis `hj` says only that the gap of pair `j` tends to zero. `tendsto_nhdsWithin_iff` combines this with the positivity of the gaps into convergence from above, so that the divergence of the single bare term can be composed with the path.
